# Inversion reverses the order of positive definite matrices, but squared inverses can fail to be ordered

For real numbers $0<h\le k$, the identity $\frac1h-\frac1k=h\left(\frac1h-\frac1k\right)^2+\frac{k-h}{k^2}$ writes the difference of the reciprocals as a sum of two non-negative terms. The Lean file below carries this over to complex matrices $H$ and $K$ of any finite size, with $H$ positive definite and $K-H$ positive semidefinite, and gives a two-level pair whose squared inverses are not ordered.

```lean
import Mathlib

open Matrix
open scoped ComplexOrder

namespace ResolventMonotonicity

noncomputable section

variable {n : Type*} [Fintype n] [DecidableEq n]

/-- The Green's matrix `(H - E)⁻¹` of a Hamiltonian `H` at a real energy `E` that is
not an eigenvalue of `H`. -/
def green (H : Matrix n n ℂ) (E : ℝ) : Matrix n n ℂ :=
  (H - (E : ℂ) • (1 : Matrix n n ℂ))⁻¹

/-- For invertible `H` and `K`, the difference `D` of the inverses equals `D * H * D` plus the
perturbation `K - H` multiplied on both sides by `K⁻¹`. -/
theorem inv_sub_inv_eq {H K : Matrix n n ℂ} (hH : IsUnit H.det) (hK : IsUnit K.det) :
    H⁻¹ - K⁻¹ = (H⁻¹ - K⁻¹) * H * (H⁻¹ - K⁻¹) + K⁻¹ * (K - H) * K⁻¹ := by
  have h1 : H⁻¹ * H = 1 := Matrix.nonsing_inv_mul H hH
  have h2 : H * H⁻¹ = 1 := Matrix.mul_nonsing_inv H hH
  have k1 : K⁻¹ * K = 1 := Matrix.nonsing_inv_mul K hK
  symm
  -- both terms share the left factor `1 - K⁻¹ H`
  rw [sub_mul H⁻¹ K⁻¹ H, h1, mul_sub K⁻¹ K H, k1, ← mul_add, sub_add_cancel,
    sub_mul, one_mul, mul_assoc, h2, mul_one]

/-- Inversion reverses the order of Hamiltonians: if `H` is positive definite and
`K - H` is positive semidefinite, then `H⁻¹ - K⁻¹` is positive semidefinite. -/
theorem inv_sub_inv_posSemidef {H K : Matrix n n ℂ} (hH : H.PosDef)
    (hHK : (K - H).PosSemidef) : (H⁻¹ - K⁻¹).PosSemidef := by
  -- `K = H + (K - H)` is itself positive definite, hence invertible
  have hK : K.PosDef := by
    have h := hH.add_posSemidef hHK
    rwa [add_sub_cancel] at h
  have hKi : (K⁻¹)ᴴ = K⁻¹ := hK.isHermitian.inv
  have hHi : (H⁻¹)ᴴ = H⁻¹ := hH.isHermitian.inv
  have hD : (H⁻¹ - K⁻¹)ᴴ = H⁻¹ - K⁻¹ := by
    rw [Matrix.conjTranspose_sub, hHi, hKi]
  -- the two terms of the identity have the form `B * A * Bᴴ`, with `A = H` and `A = K - H`
  have t1 := hH.posSemidef.mul_mul_conjTranspose_same (H⁻¹ - K⁻¹)
  have t2 := hHK.mul_mul_conjTranspose_same K⁻¹
  rw [hD] at t1
  rw [hKi] at t2
  rw [inv_sub_inv_eq hH.det_pos.ne'.isUnit hK.det_pos.ne'.isUnit]
  exact t1.add t2

/-- For two positive definite Hamiltonians, the inverses are ordered one way exactly
when the Hamiltonians are ordered the other way. -/
theorem inv_sub_inv_posSemidef_iff {H K : Matrix n n ℂ} (hH : H.PosDef) (hK : K.PosDef) :
    (H⁻¹ - K⁻¹).PosSemidef ↔ (K - H).PosSemidef := by
  refine ⟨fun h => ?_, inv_sub_inv_posSemidef hH⟩
  have h' := inv_sub_inv_posSemidef hK.inv h
  rwa [Matrix.nonsing_inv_nonsing_inv K hK.det_pos.ne'.isUnit,
    Matrix.nonsing_inv_nonsing_inv H hH.det_pos.ne'.isUnit] at h'

/-- Below the spectrum of `H`, the Green's matrix does not increase when a positive
semidefinite perturbation is added to `H` and the energy is lowered from `E'` to `E`. -/
theorem green_monotone {H K : Matrix n n ℂ} {E E' : ℝ} (hE : E ≤ E')
    (hH : (H - (E' : ℂ) • (1 : Matrix n n ℂ)).PosDef) (hHK : (K - H).PosSemidef) :
    (green H E' - green K E).PosSemidef := by
  apply inv_sub_inv_posSemidef hH
  have hc : (0 : ℂ) ≤ ((E' - E : ℝ) : ℂ) := by
    exact_mod_cast sub_nonneg.2 hE
  have hs : (((E' - E : ℝ) : ℂ) • (1 : Matrix n n ℂ)).PosSemidef :=
    Matrix.PosSemidef.one.smul hc
  -- the shifted difference is the perturbation plus the energy difference
  have e : K - (E : ℂ) • (1 : Matrix n n ℂ) - (H - (E' : ℂ) • (1 : Matrix n n ℂ))
      = (K - H) + ((E' - E : ℝ) : ℂ) • (1 : Matrix n n ℂ) := by
    rw [Complex.ofReal_sub]
    module
  rw [e]
  exact hHK.add hs

/-- If `H` is bounded below by `g > 0`, then its inverse is bounded above by `1/g`,
both in the sense of quadratic forms. -/
theorem inv_le_of_gap {H : Matrix n n ℂ} {g : ℝ} (hg : 0 < g)
    (h : (H - (g : ℂ) • (1 : Matrix n n ℂ)).PosSemidef) :
    (((g : ℂ)⁻¹) • (1 : Matrix n n ℂ) - H⁻¹).PosSemidef := by
  have hgc : (0 : ℂ) < (g : ℂ) := by exact_mod_cast hg
  have hp : ((g : ℂ) • (1 : Matrix n n ℂ)).PosDef := Matrix.PosDef.one.smul hgc
  have hi : ((g : ℂ) • (1 : Matrix n n ℂ))⁻¹ = ((g : ℂ)⁻¹) • (1 : Matrix n n ℂ) := by
    apply Matrix.inv_eq_right_inv
    rw [Matrix.smul_mul, Matrix.one_mul, smul_smul, mul_inv_cancel₀ hgc.ne', one_smul]
  rw [← hi]
  exact inv_sub_inv_posSemidef hp h

/-- The lower Hamiltonian of the two-level counterexample for squares. -/
def lowerH : Matrix (Fin 2) (Fin 2) ℂ := !![1/2, -1/2; -1/2, 3/2]

/-- The upper Hamiltonian of the two-level counterexample for squares. -/
def upperK : Matrix (Fin 2) (Fin 2) ℂ := !![1, -1; -1, 2]

/-- The two-level pair is ordered: `lowerH` is positive definite and
`upperK - lowerH` is positive semidefinite. -/
theorem two_level_ordered : lowerH.PosDef ∧ (upperK - lowerH).PosSemidef := by
  -- the entries are real, so conjugation leaves them unchanged
  have c2 : (starRingEnd ℂ) 2 = 2 := Complex.conj_eq_iff_real.2 ⟨2, by norm_num⟩
  constructor
  · -- a sum of squares with non-zero determinant
    have e : lowerH = (!![1/2, -1/2; 1/2, -1/2] : Matrix (Fin 2) (Fin 2) ℂ)ᴴ
        * (!![1/2, -1/2; 1/2, -1/2] : Matrix (Fin 2) (Fin 2) ℂ)
        + (!![0, 0; 0, 1] : Matrix (Fin 2) (Fin 2) ℂ)ᴴ
        * (!![0, 0; 0, 1] : Matrix (Fin 2) (Fin 2) ℂ) := by
      ext i j
      fin_cases i <;> fin_cases j <;>
        norm_num [lowerH, Matrix.mul_apply, Fin.sum_univ_succ, c2]
    have hs : lowerH.PosSemidef := by
      rw [e]
      exact (Matrix.posSemidef_conjTranspose_mul_self _).add
        (Matrix.posSemidef_conjTranspose_mul_self _)
    have hd : lowerH.det ≠ 0 := by
      norm_num [lowerH, Matrix.det_fin_two]
    exact hs.posDef_iff_isUnit.2 ((Matrix.isUnit_iff_isUnit_det _).2 hd.isUnit)
  · have e : upperK - lowerH = (!![1/2, -1/2; 1/2, -1/2] : Matrix (Fin 2) (Fin 2) ℂ)ᴴ
        * (!![1/2, -1/2; 1/2, -1/2] : Matrix (Fin 2) (Fin 2) ℂ) := by
      ext i j
      fin_cases i <;> fin_cases j <;>
        norm_num [lowerH, upperK, Matrix.mul_apply, Fin.sum_univ_succ, c2]
    rw [e]
    exact Matrix.posSemidef_conjTranspose_mul_self _

/-- The difference of the squared inverses of the two-level pair, in closed form. -/
theorem two_level_sq_diff : lowerH⁻¹ ^ 2 - upperK⁻¹ ^ 2 = !![5, 1; 1, 0] := by
  have hH : lowerH⁻¹ = !![3, 1; 1, 1] := by
    apply Matrix.inv_eq_right_inv
    ext i j
    fin_cases i <;> fin_cases j <;>
      norm_num [lowerH, Matrix.mul_apply, Fin.sum_univ_succ]
  have hK : upperK⁻¹ = !![2, 1; 1, 1] := by
    apply Matrix.inv_eq_right_inv
    ext i j
    fin_cases i <;> fin_cases j <;>
      norm_num [upperK, Matrix.mul_apply, Fin.sum_univ_succ]
  rw [hH, hK, pow_two, pow_two]
  ext i j
  fin_cases i <;> fin_cases j <;>
    norm_num [Matrix.mul_apply, Fin.sum_univ_succ]

/-- The squared inverses of the two-level pair are not ordered either way: neither
difference is positive semidefinite. -/
theorem two_level_sq_not_ordered :
    ¬ (lowerH⁻¹ ^ 2 - upperK⁻¹ ^ 2).PosSemidef ∧
      ¬ (upperK⁻¹ ^ 2 - lowerH⁻¹ ^ 2).PosSemidef := by
  -- in dimension two both differences have determinant `-1`
  constructor
  · intro h
    rw [two_level_sq_diff] at h
    have hd := (Complex.le_def.1 h.det_nonneg).1
    norm_num [Matrix.det_fin_two] at hd
  · intro h
    rw [← neg_sub, two_level_sq_diff] at h
    have hd := (Complex.le_def.1 h.det_nonneg).1
    norm_num [Matrix.det_fin_two] at hd

end

end ResolventMonotonicity
```

```lean
#print axioms ResolventMonotonicity.inv_sub_inv_posSemidef_iff
#print axioms ResolventMonotonicity.inv_le_of_gap
#print axioms ResolventMonotonicity.two_level_ordered
#print axioms ResolventMonotonicity.two_level_sq_not_ordered
```

```
'ResolventMonotonicity.inv_sub_inv_posSemidef_iff' depends on axioms: [propext, Classical.choice, Quot.sound]
'ResolventMonotonicity.inv_le_of_gap' depends on axioms: [propext, Classical.choice, Quot.sound]
'ResolventMonotonicity.two_level_ordered' depends on axioms: [propext, Classical.choice, Quot.sound]
'ResolventMonotonicity.two_level_sq_not_ordered' depends on axioms: [propext, Classical.choice, Quot.sound]
```

## Order as a comparison of expectation values

A Hamiltonian is a `Matrix n n ℂ`, where the finite type `n` labels an orthonormal basis. `H.PosDef` says that $H$ is Hermitian and that $v^\dagger Hv>0$ for every non-zero vector $v$. `(K - H).PosSemidef` says that $K-H$ is Hermitian and that $v^\dagger Hv\le v^\dagger Kv$ for every $v$: no state has a lower energy expectation value under $K$ than under $H$. This is written $H\le K$ below.

The main theorem, `inv_sub_inv_posSemidef`, states that if $H$ is positive definite and $H\le K$, then $K^{-1}\le H^{-1}$. Nothing else is assumed about $K$, and the two matrices need not commute. When both are positive definite, `inv_sub_inv_posSemidef_iff` makes the two order relations equivalent.

## Green's matrices below the spectrum

For a real energy $E$, `green H E` is $G_H(E)=(H-E)^{-1}$. With the other common sign convention, $(E-H)^{-1}$, the inequalities for $G$ are reversed.

In `green_monotone`, the hypothesis that $H-E'$ is positive definite places $E'$ below every eigenvalue of $H$. If also $E\le E'$ and $H\le K$, then $G_K(E)\le G_H(E')$. Setting $E=E'$ compares two Hamiltonians at one energy; setting $K=H$ compares two energies for one Hamiltonian.

The theorem `inv_le_of_gap` takes a number $g>0$ with $H\ge g$ and concludes that $H^{-1}\le 1/g$. Here $g$ stands for a guaranteed distance between the zero of energy and the levels of $H$. Since $H^{-1}$ is positive, the bound $\|H^{-1}\|\le 1/g$ on the operator norm follows, although the file states only the quadratic-form version.

These results bear on second-order perturbation theory for a non-degenerate ground state in a finite basis. Let $H$ be the unperturbed Hamiltonian on the excited states, measured from the ground-state energy, and let $v$ be the vector of couplings to the ground state. The second-order energy is then $-v^\dagger H^{-1}v$, so raising $H$ at fixed $v$ cannot increase its magnitude.

## Two non-negative terms

First, $K$ is invertible. For $v\ne0$,

$$v^\dagger Kv=v^\dagger Hv+v^\dagger(K-H)v>0,$$

so $K$ is positive definite. Now put $D=H^{-1}-K^{-1}$. Multiplying out gives

$$DH=1-K^{-1}H,\qquad K^{-1}(K-H)=1-K^{-1}H.$$

The two products agree, and therefore

$$DHD+K^{-1}(K-H)K^{-1}=(1-K^{-1}H)(D+K^{-1})=(1-K^{-1}H)H^{-1}=D.$$

This is `inv_sub_inv_eq`, which needs only that $H$ and $K$ are invertible. Its Lean proof starts from the longer side, rewrites both terms with the left factor $1-K^{-1}H$, and collects them with `← mul_add`; `sub_add_cancel` then turns $D+K^{-1}$ into $H^{-1}$.

Under the hypotheses of the main theorem, $D$ and $K^{-1}$ are Hermitian, so for every $v$

$$v^\dagger Dv=(Dv)^\dagger H(Dv)+(K^{-1}v)^\dagger(K-H)(K^{-1}v)\ge0.$$

In Lean, `add_posSemidef` supplies the positive definiteness of $K$. The lemma `mul_mul_conjTranspose_same`, which says that $BAB^\dagger$ is positive semidefinite whenever $A$ is, handles each term, and `t1.add t2` adds them.

The other results reuse this theorem:

- For the converse, apply it to $K^{-1}$ and $H^{-1}$. From $K^{-1}\le H^{-1}$ it gives $(H^{-1})^{-1}\le(K^{-1})^{-1}$, which is $H\le K$.
- For the Green's matrices, use $(K-E)-(H-E')=(K-H)+(E'-E)$, a sum of two positive semidefinite matrices. This is the equation `e` in the Lean proof.
- For the gap bound, take $g$ times the identity as the lower matrix and $H$ as the upper one. The inverse of the lower matrix is $1/g$ times the identity.

## A two-level pair whose squared inverses are not ordered

The matrices `lowerH` and `upperK` are

$$H=\frac12\begin{pmatrix}1&-1\\-1&3\end{pmatrix},\qquad K=\begin{pmatrix}1&-1\\-1&2\end{pmatrix}.$$

With

$$B=\frac12\begin{pmatrix}1&-1\\1&-1\end{pmatrix},\qquad P=\begin{pmatrix}0&0\\0&1\end{pmatrix},$$

one finds $K-H=B^\dagger B$ and $H=B^\dagger B+P^\dagger P$. Both are therefore positive semidefinite, and $\det H=\frac12\neq0$ makes $H$ positive definite. The theorem `two_level_ordered` checks these factorisations entry by entry.

The inverses are

$$H^{-1}=\begin{pmatrix}3&1\\1&1\end{pmatrix},\qquad K^{-1}=\begin{pmatrix}2&1\\1&1\end{pmatrix}.$$

Their difference is $\mathrm{diag}(1,0)$, which is positive semidefinite as the main theorem requires. Squaring gives

$$H^{-2}-K^{-2}=\begin{pmatrix}10&4\\4&2\end{pmatrix}-\begin{pmatrix}5&3\\3&2\end{pmatrix}=\begin{pmatrix}5&1\\1&0\end{pmatrix}.$$

This is `two_level_sq_diff`, which identifies each inverse by multiplying out. The determinant of the difference is $-1$, whereas a positive semidefinite matrix has a non-negative determinant. Reversing the sign of a $2\times2$ matrix leaves its determinant unchanged, so neither difference is positive semidefinite. That is `two_level_sq_not_ordered`.

The normalised vector $v=(1,-3)/\sqrt{10}$ shows the effect directly:

$$v^\dagger H^{-1}v=0.6>0.5=v^\dagger K^{-1}v,$$
$$v^\dagger H^{-2}v=0.4<0.5=v^\dagger K^{-2}v.$$

In the perturbative setting above, $v^\dagger H^{-2}v$ is the squared norm of the first-order correction to the state, taken orthogonal to the unperturbed ground state. For this choice of $v$, replacing $H$ by $K$ thus makes the second-order energy smaller in magnitude and the first-order correction longer.

## An energy between the levels

Without positive definiteness of $H$, the main conclusion can fail even for $1\times1$ matrices. Take $H=-1$ and $K=1$. Then $K-H=2\ge0$, but $H^{-1}-K^{-1}=-2$. For Green's matrices, this is the case of an energy lying above the level of $H$ and below the level of $K$.

## Bounded operators in place of matrices

The Hamiltonians could have been modelled as bounded self-adjoint operators on a Hilbert space. The algebraic identity and the two non-negative terms would stay the same, but for the inverses to be bounded operators too, the hypothesis on $H$ would have to be stronger. In infinite dimension, $\langle v,Hv\rangle>0$ for all non-zero $v$ does not guarantee a bounded inverse: the diagonal operator with entries $1,\frac12,\frac13,\dots$ is an example. A uniform bound $H\ge g>0$ would suffice, and $K\ge H$ would inherit it. For finite matrices, positive definiteness already provides such a bound.
